# The mean absolute value of the Dirichlet kernel is at least \(4/\pi^2\) times the harmonic number, and diverges

A periodic function \(f\) on a one-dimensional cell is expanded in plane waves \(e^{ikx}\), and only the waves with \(|k|\le n\) are kept. The truncated function at \(x\) is the mean over \(y\in[-\pi,\pi]\) of \(f(x-y)\,D_n(y)\), where
\[
D_n(x)=\sum_{|k|\le n}e^{ikx}
\]
is the Dirichlet kernel. If \(|f|\le M\) everywhere, the truncated function is therefore bounded by \(M L_n\), where
\[
L_n=\frac1{2\pi}\int_{-\pi}^{\pi}|D_n(x)|\,dx
\]
is the Lebesgue constant. Does this bound stay useful as the cutoff is raised? It does not, because
\[
L_n\ \ge\ \frac{4}{\pi^2}H_n,\qquad H_n=\sum_{k=0}^{n-1}\frac1{k+1},
\]
and \(H_n\to\infty\). For a sharp plane-wave cutoff in one dimension, the estimate \(M L_n\) thus gives no control of pointwise values that is uniform in the cutoff. The truncation formula serves here as background only; the code below is about the kernel itself.

## The assumptions sit in two definitions

The final theorems take no hypothesis beyond a natural number \(n\), and \(n=0\) is allowed. What is assumed physically is contained in the definitions of the kernel and of its mean.

```lean
import Mathlib

open MeasureTheory Filter
open scoped Real

namespace LebesgueConstants

noncomputable section

/-- The Dirichlet kernel: the sum of all plane waves `exp(ikx)` with `|k| ≤ n`. -/
def dirichletKernel (n : ℕ) (x : ℝ) : ℂ :=
  ∑ k ∈ Finset.Icc (-(n : ℤ)) n, Complex.exp (Complex.I * k * x)
```

The coordinate `x` is a dimensionless real number with period \(2\pi\); in a cell of length \(a\) it is \(2\pi r/a\), with \(r\) the position. The index `k` runs over the integers from \(-n\) to \(n\), so there are \(2n+1\) waves, each with coefficient one. The value is complex, although the sum turns out to be real.

```lean
/-- The Lebesgue constant: the mean of `|D_n|` over the period `[-π, π]`. -/
def lebesgueConstant (n : ℕ) : ℝ :=
  (∫ x in (-π)..π, ‖dirichletKernel n x‖) / (2 * π)
```

Here `‖dirichletKernel n x‖` is the complex modulus, and the division by `2 * π` turns the integral into a mean over one period. Three choices matter: equal weights, the modulus inside the integral, and a full period that contains the origin. A fourth condition, that the cutoff grows without limit, enters only in the last theorem. Cutoffs in two or three dimensions are not covered.

## Equal weights up to a sharp cutoff

Physically, every wave below the cutoff is kept unchanged and every wave above it is removed. By hand, this gives the kernel a closed form. Raising the cutoff by one adds two waves:
\[
D_{n+1}(x)=D_n(x)+e^{i(n+1)x}+e^{-i(n+1)x}=D_n(x)+2\cos((n+1)x).
\]

```lean
/-- Raising the cutoff by one adds the standing wave `2 cos((n+1)x)` to the kernel. -/
theorem dirichletKernel_succ (n : ℕ) (x : ℝ) :
    dirichletKernel (n + 1) x
      = dirichletKernel n x + ((2 * Real.cos ((n + 1) * x) : ℝ) : ℂ) := by
  unfold dirichletKernel
  have hs : Finset.Icc (-((n + 1 : ℕ) : ℤ)) ((n + 1 : ℕ) : ℤ)
      = insert ((n : ℤ) + 1) (insert (-((n : ℤ) + 1)) (Finset.Icc (-(n : ℤ)) n)) := by
    ext k
    simp only [Finset.mem_insert, Finset.mem_Icc]
    omega
  rw [hs, Finset.sum_insert (by simp only [Finset.mem_insert, Finset.mem_Icc]; omega),
    Finset.sum_insert (by simp only [Finset.mem_Icc]; omega)]
  have h1 : Complex.exp (Complex.I * (((n : ℤ) + 1 : ℤ) : ℂ) * x)
      = Complex.exp ((((n : ℂ) + 1) * x) * Complex.I) := by
    congr 1; push_cast; ring
  have h2 : Complex.exp (Complex.I * ((-((n : ℤ) + 1) : ℤ) : ℂ) * x)
      = Complex.exp (-(((n : ℂ) + 1) * x) * Complex.I) := by
    congr 1; push_cast; ring
  rw [h1, h2]
  push_cast
  rw [Complex.cos]
  ring
```

The Lean proof writes the larger index set as the smaller one with \(n+1\) and \(-(n+1)\) inserted, splits off these two terms, and recognises the cosine.

The closed form is
\[
D_n(x)\,\sin\frac x2=\sin\!\big((n+\tfrac12)x\big).
\]
For \(n=0\) the kernel is 1 and both sides are \(\sin(x/2)\). For the induction step, the addition formulas give
\[
2\cos((n+1)x)\sin\frac x2=\sin\!\big((n+\tfrac32)x\big)-\sin\!\big((n+\tfrac12)x\big),
\]
and adding this to the identity for \(n\) gives the identity for \(n+1\). Keeping the sine on the left avoids a division at \(x=0\).

```lean
/-- The closed form of the kernel, free of division: `D_n(x) sin(x/2) = sin((n+1/2)x)`. -/
theorem dirichletKernel_mul_sin (n : ℕ) (x : ℝ) :
    dirichletKernel n x * (Real.sin (x / 2) : ℂ) = (Real.sin ((n + 1 / 2) * x) : ℂ) := by
  induction n with
  | zero =>
    have e : (((0 : ℕ) : ℝ) + 1 / 2) * x = x / 2 := by push_cast; ring
    rw [e]
    simp [dirichletKernel]
  | succ n ih =>
    rw [dirichletKernel_succ, add_mul, ih, ← Complex.ofReal_mul, ← Complex.ofReal_add]
    refine congrArg Complex.ofReal ?_
    have e1 : (((n + 1 : ℕ) : ℝ) + 1 / 2) * x = (n + 1) * x + x / 2 := by push_cast; ring
    have e2 : ((n : ℝ) + 1 / 2) * x = (n + 1) * x - x / 2 := by ring
    rw [e1, e2, Real.sin_add, Real.sin_sub]
    ring
```

The equalities `e1` and `e2` write the two angles as \((n+1)x\pm x/2\), after which `Real.sin_add` and `Real.sin_sub` finish the step.

The cutoff also keeps the sum finite, which makes the kernel continuous and its modulus integrable on every bounded interval.

```lean
/-- The Dirichlet kernel is continuous. -/
lemma continuous_dirichletKernel (n : ℕ) : Continuous (dirichletKernel n) := by
  unfold dirichletKernel
  exact continuous_finsetSum _ fun k _ => by fun_prop
```

Because the cutoff treats \(k\) and \(-k\) alike, the kernel is even. The proof uses the same recursion and the evenness of the cosine.

```lean
/-- The Dirichlet kernel is even. -/
lemma dirichletKernel_neg (n : ℕ) (x : ℝ) :
    dirichletKernel n (-x) = dirichletKernel n x := by
  induction n with
  | zero => simp [dirichletKernel]
  | succ n ih => rw [dirichletKernel_succ, dirichletKernel_succ, ih, mul_neg, Real.cos_neg]
```

Without equal weights the conclusion can fail. With the triangular weights \(1-|k|/(n+1)\) the kernel is the Fejér kernel, which is nonnegative and has mean 1, so its mean modulus is 1 for every \(n\). The symmetry of the window is less important: shifting all the wave numbers by the same integer multiplies \(D_n\) by a phase and leaves \(L_n\) unchanged.

## The modulus is taken before the mean

The modulus describes the worst case, in which the positive and negative lobes of the kernel do not cancel. By hand, it allows each lobe to be bounded from below separately.

Put \(m=n+\tfrac12\). For \(x\ge0\) we have \(|\sin(x/2)|\le x/2\), so the closed form gives
\[
|\sin(mx)|=|D_n(x)|\,\Big|\sin\frac x2\Big|\le|D_n(x)|\,\frac x2 .
\]
Let \(k\ge0\) now number the arches of \(\sin(mx)\), so that the \(k\)-th arch is \(k\pi/m\le x\le(k+1)\pi/m\). There \(x\le(k+1)\pi/m\), hence
\[
|D_n(x)|\ \ge\ \frac{2m}{(k+1)\pi}\,|\sin(mx)| .
\]
The integral of \(|\sin(mx)|\) over one arch is \(2/m\), so
\[
\int_{k\pi/m}^{(k+1)\pi/m}|D_n(x)|\,dx\ \ge\ \frac{4}{(k+1)\pi}.
\]

```lean
/-- On the arch of `sin((n+1/2)x)` between `kπ/(n+1/2)` and `(k+1)π/(n+1/2)`, the integral of
`|D_n|` is at least `4/((k+1)π)`. -/
theorem arch_le_integral (n k : ℕ) :
    4 / (((k : ℝ) + 1) * π) ≤
      ∫ x in ((k : ℝ) * π / (n + 1 / 2))..(((k + 1 : ℕ) : ℝ) * π / (n + 1 / 2)),
        ‖dirichletKernel n x‖ := by
  obtain ⟨m, hm'⟩ : ∃ m : ℝ, m = n + 1 / 2 := ⟨_, rfl⟩
  have hm : 0 < m := by rw [hm']; positivity
  rw [← hm']
  have hP : 0 < ((k : ℝ) + 1) * π := by positivity
  have hab : (k : ℝ) * π / m ≤ ((k + 1 : ℕ) : ℝ) * π / m := by
    push_cast
    gcongr
    linarith
  -- the comparison function is a sine of fixed sign on this arch
  have hint : ∫ x in ((k : ℝ) * π / m)..(((k + 1 : ℕ) : ℝ) * π / m),
      2 * m / (((k : ℝ) + 1) * π) * ((-1) ^ k * Real.sin (m * x))
        = 4 / (((k : ℝ) + 1) * π) := by
    have hd : ∀ x : ℝ, HasDerivAt
        (fun y => -(2 / (((k : ℝ) + 1) * π)) * ((-1) ^ k * Real.cos (m * y)))
        (2 * m / (((k : ℝ) + 1) * π) * ((-1) ^ k * Real.sin (m * x))) x := fun x =>
      ((((hasDerivAt_id' x).const_mul m).cos.const_mul ((-1 : ℝ) ^ k)).const_mul
        (-(2 / (((k : ℝ) + 1) * π)))).congr_deriv (by ring)
    rw [intervalIntegral.integral_eq_sub_of_hasDerivAt (fun x _ => hd x)
      (Continuous.intervalIntegrable (by fun_prop) _ _)]
    have e (j : ℕ) : m * ((j : ℝ) * π / m) = j * π := by field_simp
    have hs : (-1 : ℝ) ^ k * (-1) ^ k = 1 := by rw [← mul_pow]; norm_num
    rw [e, e, Real.cos_nat_mul_pi, Real.cos_nat_mul_pi, pow_succ]
    linear_combination (4 / (((k : ℝ) + 1) * π)) * hs
  rw [← hint]
  refine intervalIntegral.integral_mono_on hab
    (Continuous.intervalIntegrable (by fun_prop) _ _)
    ((continuous_dirichletKernel n).norm.intervalIntegrable _ _) fun x hx => ?_
  have hx0 : 0 ≤ x := le_trans (by positivity) hx.1
  have hx1 : x * m ≤ ((k : ℝ) + 1) * π := by
    have h := (le_div_iff₀ hm).1 hx.2
    push_cast at h
    exact h
  -- the closed form and |sin(x/2)| ≤ x/2 bound the kernel from below
  have h1 : |Real.sin (m * x)| ≤ ‖dirichletKernel n x‖ * (x / 2) := by
    have h := congrArg norm (dirichletKernel_mul_sin n x)
    rw [norm_mul, Complex.norm_real, Complex.norm_real, Real.norm_eq_abs,
      Real.norm_eq_abs, ← hm'] at h
    rw [← h]
    have hx2 : 0 ≤ x / 2 := by positivity
    have hlow : -(x / 2) ≤ Real.sin (x / 2) := by
      nlinarith [Real.sin_sq_le_sq (x := x / 2)]
    exact mul_le_mul_of_nonneg_left (abs_le.2 ⟨hlow, Real.sin_le hx2⟩) (norm_nonneg _)
  have h2 : (-1) ^ k * Real.sin (m * x) ≤ |Real.sin (m * x)| := by
    have h := le_abs_self ((-1) ^ k * Real.sin (m * x))
    rwa [abs_mul, abs_pow, abs_neg, abs_one, one_pow, one_mul] at h
  rw [div_mul_eq_mul_div, div_le_iff₀ hP]
  calc 2 * m * ((-1) ^ k * Real.sin (m * x))
      ≤ 2 * m * (‖dirichletKernel n x‖ * (x / 2)) :=
        mul_le_mul_of_nonneg_left (h2.trans h1) (by positivity)
    _ = ‖dirichletKernel n x‖ * (x * m) := by ring
    _ ≤ ‖dirichletKernel n x‖ * (((k : ℝ) + 1) * π) :=
        mul_le_mul_of_nonneg_left hx1 (norm_nonneg _)
```

In place of \(|\sin(mx)|\) the Lean proof integrates \((-1)^k\sin(mx)\), which equals it on this arch and has an explicit antiderivative. The step `hint` evaluates that integral with \(\cos(k\pi)=(-1)^k\). Then `intervalIntegral.integral_mono_on` reduces the claim to a pointwise inequality. There `h1` is the bound from the closed form, `h2` says that the signed sine is at most its modulus, and the final `calc` inserts \(xm\le(k+1)\pi\), which is `hx1`. The condition \(x\ge0\) is `hx0`; it follows from the left end of the arch.

Without the modulus there is no growth at all. Every wave with \(k\ne0\) averages to zero over the period, so the mean of \(D_n\) itself is 1 for every \(n\).

## The mean covers a full period around the origin

Averaging over the full period means that the kernel's central peak and the lobes next to it are all counted. By hand, this is where the arches are added up. The first \(n\) arches, \(k=0,\dots,n-1\), fill the interval from \(0\) to \(n\pi/m\), which lies inside \([0,\pi]\) because \(n<m\). The rest of \([0,\pi]\) contributes a nonnegative amount, so
\[
\int_0^\pi|D_n(x)|\,dx\ \ge\ \sum_{k=0}^{n-1}\frac{4}{(k+1)\pi}=\frac4\pi H_n .
\]
By evenness the interval \([-\pi,0]\) contributes the same as \([0,\pi]\). Doubling and dividing by \(2\pi\) gives
\[
L_n\ \ge\ \frac{1}{2\pi}\cdot\frac{8}{\pi}H_n=\frac{4}{\pi^2}H_n .
\]
For \(n=0\) the sum is empty and the statement is \(0\le L_0=1\).

```lean
/-- The Lebesgue constant is at least `4/π²` times the `n`-th harmonic number. -/
theorem harmonic_le_lebesgueConstant (n : ℕ) :
    4 / π ^ 2 * (harmonic n : ℝ) ≤ lebesgueConstant n := by
  have hc := (continuous_dirichletKernel n).norm
  have hi (a b : ℝ) : IntervalIntegrable (fun x => ‖dirichletKernel n x‖) volume a b :=
    hc.intervalIntegrable a b
  have hm : (0 : ℝ) < n + 1 / 2 := by positivity
  -- the first n arches fit into [0, π]
  have hsum := Finset.sum_le_sum fun k (_ : k ∈ Finset.range n) => arch_le_integral n k
  rw [intervalIntegral.sum_integral_adjacent_intervals
    (a := fun k : ℕ => (k : ℝ) * π / (n + 1 / 2)) (fun k _ => hi _ _)] at hsum
  simp only [Nat.cast_zero, zero_mul, zero_div] at hsum
  have hend : (n : ℝ) * π / (n + 1 / 2) ≤ π := by
    rw [div_le_iff₀ hm]
    nlinarith [Real.pi_pos]
  have htail := intervalIntegral.integral_nonneg (μ := volume) hend
    fun x _ => norm_nonneg (dirichletKernel n x)
  have hsplit := intervalIntegral.integral_add_adjacent_intervals
    (hi 0 ((n : ℝ) * π / (n + 1 / 2))) (hi _ π)
  -- the two half periods contribute equally
  have heven : ∫ x in (-π)..0, ‖dirichletKernel n x‖ = ∫ x in (0)..π, ‖dirichletKernel n x‖ := by
    have h := intervalIntegral.integral_comp_neg (a := 0) (b := π)
      (fun x => ‖dirichletKernel n x‖)
    simp only [dirichletKernel_neg, neg_zero] at h
    exact h.symm
  have hfull := intervalIntegral.integral_add_adjacent_intervals (hi (-π) 0) (hi 0 π)
  have hH : ∑ k ∈ Finset.range n, 4 / (((k : ℝ) + 1) * π) = 4 / π * (harmonic n : ℝ) := by
    unfold harmonic
    push_cast
    rw [Finset.mul_sum]
    refine Finset.sum_congr rfl fun k _ => ?_
    field_simp
  have hscale : 4 / π ^ 2 * (harmonic n : ℝ) * (2 * π) = 2 * (4 / π * (harmonic n : ℝ)) := by
    field_simp
  rw [lebesgueConstant, le_div_iff₀ (by positivity), hscale]
  linarith
```

In Lean, `harmonic n` is a rational number and is converted to a real one. The proof sums the arch bounds and joins the adjacent integrals into one. The facts `hend` and `htail` say that the arches fit and that the remainder is nonnegative, `heven` equates the two half periods, and `hH` identifies the sum with the harmonic number. The closing `linarith` combines these.

If a neighbourhood of the origin were left out, the growth would disappear. For \(\delta\le|x|\le\pi\) with a fixed \(\delta\) between \(0\) and \(\pi\), the closed form gives \(|D_n(x)|\le1/\sin(\delta/2)\), whatever the cutoff. The divergence comes from the lobes that crowd towards \(x=0\) as \(n\) increases.

## The cutoff grows without limit

The last condition describes a convergence study in which the basis is enlarged indefinitely. By hand, it is used through the divergence of the harmonic series. For \(N\ge1\),
\[
H_{2N}-H_N=\sum_{j=N+1}^{2N}\frac1j\ \ge\ N\cdot\frac1{2N}=\frac12,
\]
so each doubling of the index adds at least \(\tfrac12\). Since \(H_n\) never decreases, it tends to infinity, and \(L_n\) does so too because it lies above a positive multiple of \(H_n\).

```lean
/-- The Lebesgue constants tend to infinity with the cutoff. -/
theorem tendsto_lebesgueConstant : Tendsto lebesgueConstant atTop atTop := by
  refine tendsto_atTop_mono harmonic_le_lebesgueConstant
    (Tendsto.const_mul_atTop (by positivity) ?_)
  refine Real.tendsto_sum_range_one_div_nat_succ_atTop.congr fun n => ?_
  simp [harmonic]

end

end LebesgueConstants
```

The statement `Tendsto lebesgueConstant atTop atTop` says that for every real bound there is a cutoff from which \(L_n\) stays above it. The proof applies `tendsto_atTop_mono` to the harmonic bound, notes that the factor \(4/\pi^2\) is positive, and takes the divergence of the harmonic series from Mathlib.

At a fixed cutoff nothing diverges: the kernel is a sum of \(2n+1\) terms of modulus one, so \(L_n\le2n+1\). The lower bound also rises slowly and is only about 3.03 at \(n=1000\). Nor does a diverging \(L_n\) mean that the plane-wave expansion of a particular function fails to converge; for a smooth periodic function it converges uniformly.

```lean
#print axioms LebesgueConstants.harmonic_le_lebesgueConstant
#print axioms LebesgueConstants.tendsto_lebesgueConstant
```

```
'LebesgueConstants.harmonic_le_lebesgueConstant' depends on axioms: [propext, Classical.choice, Quot.sound]
'LebesgueConstants.tendsto_lebesgueConstant' depends on axioms: [propext, Classical.choice, Quot.sound]
```
